# The energy of a nodeless hydrogenic Slater function is quadratic in its exponent error

An electron moves around a fixed point charge $Z$ with angular momentum $l$, and its radial function is modelled by one Slater function with decay constant $k$. If $k$ is not the right one, how much energy does the error cost?

In atomic units, write the orbital as $u(r)/r$ times a spherical harmonic, with $u(r)=r^{l+1}e^{-kr}$. For $k>0$ the energy expectation value is

$$E(k)=-\frac{Z^2}{2(l+1)^2}+\frac12\left(k-\frac{Z}{l+1}\right)^2 .$$

For this one-electron, one-parameter model, an exponent error $\delta=k-Z/(l+1)$ in this trial function therefore costs exactly $\delta^2/2$ hartree, for every $l$ and every $Z>0$.

## The power of $r$ is matched to the angular momentum

The radial Hamiltonian is

$$Hu=-\tfrac12u''+\frac{l(l+1)}{2r^2}u-\frac Zr u .$$

The same natural number $l$ appears in the centrifugal term and in the power $r^{l+1}$. Physically, this gives $u$ the behaviour of a regular solution near the nucleus. Since $u$ contains a single power of $r$, it has no radial node.

```lean
import Mathlib

open MeasureTheory Set

namespace SlaterExponentError

noncomputable section
```

In `radialH`, `l` is a natural number, `Z` is any real number and `deriv (deriv u)` is the actual second derivative.

```lean
/-- The radial hydrogenic Hamiltonian in atomic units, for angular momentum `l` and nuclear
charge `Z`, acting on a reduced radial function `u` at a radius `r > 0`. -/
def radialH (l : ℕ) (Z : ℝ) (u : ℝ → ℝ) (r : ℝ) : ℝ :=
  -(1 / 2) * deriv (deriv u) r + l * (l + 1) / (2 * r ^ 2) * u r - Z / r * u r
```

The Rayleigh quotient is $\int_0^\infty u\,Hu\,dr\big/\int_0^\infty u^2\,dr$. `Ioi (0 : ℝ)` is the open half-line $(0,\infty)$. The volume factor $r^2$ has already been absorbed into $u$.

```lean
/-- The radial Rayleigh quotient `∫ u H u / ∫ u²` over `(0, ∞)`, for functions `u` of finite
nonzero norm for which the energy integral converges. -/
def rayleigh (l : ℕ) (Z : ℝ) (u : ℝ → ℝ) : ℝ :=
  (∫ r in Ioi (0 : ℝ), u r * radialH l Z u r) / ∫ r in Ioi (0 : ℝ), u r ^ 2
```

The trial function is not normalised; the quotient takes care of that.

```lean
/-- The nodeless reduced radial Slater function `r^(l+1) exp(-k r)`. -/
def slater (l : ℕ) (k r : ℝ) : ℝ := r ^ (l + 1) * Real.exp (-(k * r))
```

The derivation uses the matching when the second derivative is taken, where it removes the $1/r^2$ terms. With a higher power $r^p$, $p>l+1$, a term $[l(l+1)-p(p-1)]/(2r^2)$ would remain in $Hu/u$. The energy would still be quadratic in $k$, but with different coefficients. The results concern only the matched power, so Slater functions with a higher power of $r$ for the same $l$ need a separate calculation.

## A positive exponent makes the orbital normalisable

The condition $k>0$ makes $u$ decay at large distance, so that its norm is finite. By hand it enters through the substitution $t=2kr$, which gives

$$\int_0^\infty r^n e^{-2kr}\,dr=\frac{1}{(2k)^{n+1}}\int_0^\infty t^n e^{-t}\,dt=\frac{n!}{(2k)^{n+1}} .$$

The proof takes the same integral from Mathlib's Gamma-function formula, then turns the Gamma value into a factorial and the real powers into natural ones.

```lean
/-- The radial moments of the density `exp(-2 k r)` for `k > 0`. -/
theorem exp_moment (n : ℕ) {k : ℝ} (hk : 0 < k) :
    ∫ r in Ioi (0 : ℝ), r ^ n * Real.exp (-(2 * k * r))
      = (n.factorial : ℝ) / (2 * k) ^ (n + 1) := by
  have h := Real.integral_rpow_mul_exp_neg_mul_Ioi
    (show (0 : ℝ) < (n : ℝ) + 1 by positivity) (show 0 < 2 * k by positivity)
  rw [Real.Gamma_nat_eq_factorial] at h
  simp only [add_sub_cancel_right, Real.rpow_natCast] at h
  have hp : (1 / (2 * k)) ^ ((n : ℝ) + 1) = (1 / (2 * k)) ^ (n + 1) := by
    exact_mod_cast Real.rpow_natCast (1 / (2 * k)) (n + 1)
  rw [h, hp, one_div, inv_pow, div_eq_mul_inv]
  exact mul_comm _ _
```

Convergence follows by contradiction: Lean gives a divergent integral the value zero, whereas this moment is positive.

```lean
/-- The integrals defining the radial moments of `exp(-2 k r)` converge for `k > 0`. -/
theorem exp_moment_integrable (n : ℕ) {k : ℝ} (hk : 0 < k) :
    IntegrableOn (fun r : ℝ => r ^ n * Real.exp (-(2 * k * r))) (Ioi 0) := by
  by_contra h
  -- a divergent integral would be assigned the value zero, but the moment is positive
  have h0 : ∫ r in Ioi (0 : ℝ), r ^ n * Real.exp (-(2 * k * r)) = 0 := integral_undef h
  rw [exp_moment n hk] at h0
  have hpos : 0 < (n.factorial : ℝ) / (2 * k) ^ (n + 1) := by positivity
  exact hpos.ne' h0
```

Since $u^2=r^{2l+2}e^{-2kr}$, the norm integral is

$$N=\int_0^\infty u^2\,dr=\frac{(2l+2)!}{(2k)^{2l+3}},$$

so the normalised radial function is $N^{-1/2}u$. The next lemma rewrites the square in this form.

```lean
lemma slater_sq (l : ℕ) (k r : ℝ) :
    slater l k r ^ 2 = r ^ (2 * l + 2) * Real.exp (-(2 * k * r)) := by
  have h : Real.exp (-(2 * k * r)) = Real.exp (-(k * r)) * Real.exp (-(k * r)) := by
    rw [← Real.exp_add]
    congr 1
    ring
  rw [h, slater]
  ring
```

For $r>0$, dividing by $r$ lowers the power by one.

```lean
lemma slater_sq_div (l : ℕ) (k : ℝ) {r : ℝ} (hr : 0 < r) :
    slater l k r ^ 2 / r = r ^ (2 * l + 1) * Real.exp (-(2 * k * r)) := by
  rw [slater_sq, div_eq_iff hr.ne']
  ring
```

The mean inverse radius is therefore a ratio of two neighbouring moments:

$$\left\langle\frac1r\right\rangle=\frac{(2l+1)!/(2k)^{2l+2}}{(2l+2)!/(2k)^{2l+3}}=\frac{2k}{2l+2}=\frac{k}{l+1}.$$

The theorem states this as an identity between unnormalised integrals. In its proof, `hf` splits one factor off the factorial, `hp` splits one factor off the power, and `field_simp` cancels what the two sides share.

```lean
/-- For `k > 0` the mean inverse radius of the Slater function is `k / (l + 1)`. -/
theorem slater_inv_radius (l : ℕ) {k : ℝ} (hk : 0 < k) :
    ∫ r in Ioi (0 : ℝ), slater l k r ^ 2 / r
      = k / (l + 1) * ∫ r in Ioi (0 : ℝ), slater l k r ^ 2 := by
  have h1 : ∫ r in Ioi (0 : ℝ), slater l k r ^ 2 / r
      = ∫ r in Ioi (0 : ℝ), r ^ (2 * l + 1) * Real.exp (-(2 * k * r)) :=
    setIntegral_congr_fun measurableSet_Ioi (fun r hr => slater_sq_div l k hr)
  have hf : ((2 * l + 2).factorial : ℝ) = 2 * (l + 1) * ((2 * l + 1).factorial : ℝ) := by
    rw [show 2 * l + 2 = (2 * l + 1) + 1 from rfl, Nat.factorial_succ]
    push_cast
    ring
  have hp : (2 * k) ^ (2 * l + 2 + 1) = (2 * k) ^ (2 * l + 1 + 1) * (2 * k) := by ring
  have hl : (l : ℝ) + 1 ≠ 0 := by positivity
  have hP : (2 * k) ^ (2 * l + 1 + 1) ≠ 0 := by positivity
  rw [h1]
  simp only [slater_sq]
  -- both sides are now moments of the same exponential
  rw [exp_moment _ hk, exp_moment _ hk, hf, hp]
  generalize (2 * k) ^ (2 * l + 1 + 1) = P at hP ⊢
  field_simp
```

For $k\le0$ the function $u$ does not decay, its norm integral diverges, and there is no energy expectation value to compute.

## Away from the nucleus the local energy is simple

The next condition is on the radius, $r>0$, which is the physical range of the radial coordinate. Differentiating once and then again gives

$$u'=\left[(l+1)r^l-kr^{l+1}\right]e^{-kr},$$

$$u''=\left[\frac{l(l+1)}{r^2}-\frac{2k(l+1)}{r}+k^2\right]u .$$

In $-\frac12u''$, the first term in the bracket cancels the centrifugal term. What is left is

$$Hu=\left[-\frac{k^2}{2}+\frac{k(l+1)-Z}{r}\right]u .$$

The bracket is the local energy $Hu/u$. It holds for every real $k$, since no integral is involved yet.

```lean
/-- At every radius `r > 0` the Hamiltonian multiplies the Slater function by the local energy
`-k²/2 + (k (l + 1) - Z) / r`. -/
theorem radialH_slater (l : ℕ) (Z k : ℝ) {r : ℝ} (hr : 0 < r) :
    radialH l Z (slater l k) r
      = (-k ^ 2 / 2 + (k * (l + 1) - Z) / r) * slater l k r := by
  have he (x : ℝ) : HasDerivAt (fun y : ℝ => Real.exp (-(k * y)))
      (-k * Real.exp (-(k * x))) x := by
    have h1 : HasDerivAt (fun y : ℝ => -(k * y)) (-k) x :=
      (((hasDerivAt_id' x).const_mul k).fun_neg).congr_deriv (by ring)
    exact h1.exp.congr_deriv (by ring)
  have hp (n : ℕ) (x : ℝ) : HasDerivAt (fun y : ℝ => y ^ n * Real.exp (-(k * y)))
      ((n * x ^ (n - 1) - k * x ^ n) * Real.exp (-(k * x))) x :=
    ((hasDerivAt_pow n x).fun_mul (he x)).congr_deriv (by ring)
  -- the first derivative, as a function on the whole line
  have hd : deriv (slater l k) = fun x : ℝ =>
      ((l : ℝ) + 1) * (x ^ l * Real.exp (-(k * x)))
        - k * (x ^ (l + 1) * Real.exp (-(k * x))) := by
    funext x
    have h : HasDerivAt (slater l k) _ x := hp (l + 1) x
    rw [h.deriv, Nat.add_sub_cancel]
    push_cast
    ring
  -- the second derivative at `r`
  have h2 := ((hp l r).const_mul ((l : ℝ) + 1)).fun_sub ((hp (l + 1) r).const_mul k)
  have hpow : (l : ℝ) * r ^ (l - 1) = l * r ^ l / r := by
    rw [eq_div_iff hr.ne']
    cases l with
    | zero => simp
    | succ m => rw [Nat.add_sub_cancel, pow_succ, mul_assoc]
  rw [radialH, hd, h2.deriv, hpow, Nat.add_sub_cancel, slater]
  push_cast
  field_simp
  ring
```

In the proof, `he` differentiates the exponential and `hp` differentiates a power times the exponential. `hd` records the first derivative as a function on the whole line, so that it can be differentiated again in `h2`. The condition on $r$ is used in `hpow`, which writes $l\,r^{l-1}$ as $l\,r^l/r$ and treats $l=0$ separately, and in the final clearing of denominators. The algebra needs only $r\ne0$; at the origin the formula would divide by zero and has no meaning. This does no harm to the energy, because a single point does not affect an integral.

## Integrating the local energy gives the square

The condition $k>0$ now returns, because the local energy has to be averaged over the density $u^2$. Multiplying $Hu$ by $u$ gives

$$u\,Hu=-\frac{k^2}{2}u^2+\bigl(k(l+1)-Z\bigr)\frac{u^2}{r},$$

a combination of two functions whose integrals converge. The following theorem establishes convergence for the norm, the inverse radius and the energy.

```lean
/-- For `k > 0` the norm, inverse-radius and energy integrals of the Slater function all
converge. -/
theorem slater_integrable (l : ℕ) (Z : ℝ) {k : ℝ} (hk : 0 < k) :
    IntegrableOn (fun r => slater l k r ^ 2) (Ioi 0) ∧
    IntegrableOn (fun r => slater l k r ^ 2 / r) (Ioi 0) ∧
    IntegrableOn (fun r => slater l k r * radialH l Z (slater l k) r) (Ioi 0) := by
  have h1 : IntegrableOn (fun r => slater l k r ^ 2) (Ioi 0) :=
    (exp_moment_integrable (2 * l + 2) hk).congr_fun
      (fun r _ => (slater_sq l k r).symm) measurableSet_Ioi
  have h2 : IntegrableOn (fun r => slater l k r ^ 2 / r) (Ioi 0) :=
    (exp_moment_integrable (2 * l + 1) hk).congr_fun
      (fun r hr => (slater_sq_div l k hr).symm) measurableSet_Ioi
  have a := Integrable.const_mul h1 (-k ^ 2 / 2)
  have b := Integrable.const_mul h2 (k * (l + 1) - Z)
  have h3 : IntegrableOn (fun r => -k ^ 2 / 2 * slater l k r ^ 2
      + (k * (l + 1) - Z) * (slater l k r ^ 2 / r)) (Ioi 0) := a.add b
  refine ⟨h1, h2, h3.congr_fun (fun r hr => ?_) measurableSet_Ioi⟩

  rw [radialH_slater l Z k hr]
  ring
```

Dividing the integrated identity by $N$ and inserting $\langle 1/r\rangle=k/(l+1)$ gives

$$E(k)=-\frac{k^2}{2}+\bigl(k(l+1)-Z\bigr)\frac{k}{l+1}=\frac{k^2}{2}-\frac{kZ}{l+1}.$$

Completing the square yields the formula at the start. In `rayleigh_slater`, `hE` is the integrated identity, `hN` shows that the norm is nonzero, and `slater_inv_radius` supplies the mean inverse radius. The norm is then replaced by a symbol `N`, which `field_simp` cancels, and `ring` completes the square.

```lean
/-- For `k > 0` the Rayleigh quotient of the Slater function is `-Z²/(2(l+1)²)` plus half the
square of the exponent error `k - Z/(l+1)`. -/
theorem rayleigh_slater (l : ℕ) (Z : ℝ) {k : ℝ} (hk : 0 < k) :
    rayleigh l Z (slater l k)
      = -Z ^ 2 / (2 * (l + 1) ^ 2) + (k - Z / (l + 1)) ^ 2 / 2 := by
  obtain ⟨h1, h2, -⟩ := slater_integrable l Z hk
  -- integrate the local energy against the density
  have hE : ∫ r in Ioi (0 : ℝ), slater l k r * radialH l Z (slater l k) r
      = -k ^ 2 / 2 * (∫ r in Ioi (0 : ℝ), slater l k r ^ 2)
        + (k * (l + 1) - Z) * ∫ r in Ioi (0 : ℝ), slater l k r ^ 2 / r := by
    rw [← integral_const_mul, ← integral_const_mul,
      ← integral_add (Integrable.const_mul h1 _) (Integrable.const_mul h2 _)]
    refine setIntegral_congr_fun measurableSet_Ioi (fun r hr => ?_)

    rw [radialH_slater l Z k hr]
    ring
  have hN : ∫ r in Ioi (0 : ℝ), slater l k r ^ 2 ≠ 0 := by
    simp only [slater_sq]
    rw [exp_moment _ hk]
    positivity
  have hl : (l : ℝ) + 1 ≠ 0 := by positivity
  rw [rayleigh, hE, slater_inv_radius l hk]
  generalize (∫ r in Ioi (0 : ℝ), slater l k r ^ 2) = N at hN ⊢
  field_simp
  ring
```

No sign is imposed on $Z$ here: the formula also gives the expectation value for a repulsive centre or for none.

As a numerical instance, take $l=1$, $Z=2$ and $k=\frac32$, a 2p-type function on He$^+$ whose best exponent is $1$. The norm is $4!/3^5=8/81$ and the inverse-radius integral is $3!/3^4=6/81$, so $\langle1/r\rangle=\frac34$. The local energy is $-\frac98+\frac1r$, and its average is $-\frac98+\frac34=-\frac38$ hartree. The formula gives the same value, $-\frac12+\frac12\left(\frac12\right)^2=-\frac38$.

In the smallest case, $l=0$ and $Z=1$, the trial function is $re^{-kr}$ and $E(k)=k^2/2-k$. This has its minimum $-\frac12$ at $k=1$, the hydrogen 1s energy. As $k\to0^+$ the orbital spreads out without limit and $E(k)$ tends to zero.

## An attractive nucleus makes the best exponent admissible

The condition $Z>0$ means that the nucleus attracts the electron. The square in $E(k)$ vanishes at $k=Z/(l+1)$, and this value is a positive exponent exactly when $Z>0$. Every other positive $k$ then gives a strictly positive square:

$$E(k)-E\!\left(\frac{Z}{l+1}\right)=\frac12\left(k-\frac{Z}{l+1}\right)^2>0 .$$

The hypothesis `hne`, which says $k\ne Z/(l+1)$, states that the exponent really is wrong. Without it the two energies could be equal and the strict inequality would fail.

```lean
/-- For `Z > 0`, any positive exponent other than `Z/(l+1)` gives a strictly higher energy than
`Z/(l+1)` does. -/
theorem wrong_exponent_raises_energy (l : ℕ) {Z k : ℝ} (hZ : 0 < Z) (hk : 0 < k)
    (hne : k ≠ Z / (l + 1)) :
    rayleigh l Z (slater l (Z / (l + 1))) < rayleigh l Z (slater l k) := by
  have hopt : 0 < Z / ((l : ℝ) + 1) := by positivity
  have hsq : 0 < (k - Z / ((l : ℝ) + 1)) ^ 2 :=
    (sq_nonneg _).lt_of_ne' (pow_ne_zero 2 (sub_ne_zero.mpr hne))
  rw [rayleigh_slater l Z hopt, rayleigh_slater l Z hk, sub_self]
  linarith
```

In the proof, `hopt` derives the positivity of the best exponent from $Z>0$, so that the energy formula may be applied to it as well as to $k$. `hsq` makes the square positive, and `linarith` compares the two energies.

If $Z\le0$, the energy $k^2/2-kZ/(l+1)$ decreases towards zero as $k\to0^+$ but reaches no minimum at a positive exponent, so there is no normalisable optimum to compare with.

The comparison is between members of one Slater family. It is narrower than the variational principle, which bounds the energy of every admissible trial function from below by the ground-state energy.

## The radial equation itself selects the exponent

The last theorem places no sign condition on $k$ or $Z$. It asks when one energy $E$ satisfies $Hu=Eu$ at every $r>0$. Since $u(r)\ne0$ there, the local energy would have to be constant:

$$-\frac{k^2}{2}+\frac{k(l+1)-Z}{r}=E\qquad\text{for all }r>0 .$$

Comparing $r=1$ with $r=2$ forces $k(l+1)-Z=0$. Conversely, if $k=Z/(l+1)$, the $1/r$ term disappears and $E=-k^2/2=-Z^2/(2(l+1)^2)$.

```lean
/-- The Slater function satisfies the radial Schrödinger equation on `(0, ∞)` for some energy
exactly when its exponent is `Z/(l+1)`. -/
theorem slater_eigenfunction_iff (l : ℕ) (Z k : ℝ) :
    (∃ E : ℝ, ∀ r : ℝ, 0 < r → radialH l Z (slater l k) r = E * slater l k r)
      ↔ k = Z / (l + 1) := by
  have hl : (l : ℝ) + 1 ≠ 0 := by positivity
  rw [eq_div_iff hl]
  constructor
  · rintro ⟨E, h⟩
    have hloc (r : ℝ) (hr : 0 < r) : -k ^ 2 / 2 + (k * (l + 1) - Z) / r = E := by
      have hs : slater l k r ≠ 0 := by
        rw [slater]
        positivity
      exact mul_right_cancel₀ hs ((radialH_slater l Z k hr).symm.trans (h r hr))
    -- compare the local energy at two radii
    have e1 := hloc 1 one_pos
    have e2 := hloc 2 two_pos
    linarith
  · intro h
    refine ⟨-k ^ 2 / 2, fun r hr => ?_⟩
    rw [radialH_slater l Z k hr, h, sub_self, zero_div, add_zero]

end

end SlaterExponentError
```

The proof makes the same comparison: `hloc` cancels the nonzero value of $u$, `e1` and `e2` evaluate the local energy at the two radii, and `linarith` eliminates $E$. Because no sign is assumed, "eigenfunction" in the theorem's name means a solution of the differential equation on $(0,\infty)$. The solution is a normalisable bound state only when $Z>0$; for $Z=0$ it is $r^{l+1}$, and for $Z<0$ it grows exponentially.

```lean
#print axioms SlaterExponentError.wrong_exponent_raises_energy
#print axioms SlaterExponentError.slater_eigenfunction_iff
```

```
'SlaterExponentError.wrong_exponent_raises_energy' depends on axioms: [propext, Classical.choice, Quot.sound]
'SlaterExponentError.slater_eigenfunction_iff' depends on axioms: [propext, Classical.choice, Quot.sound]
```
